# Dispersion energy beyond a cutoff $R$ falls as $R^{-5}$, $R^{-4}$ and $R^{-3}$ in a uniform chain, layer and bulk

Let one localized orbital sit at the origin of $d$-dimensional space, surrounded by a uniform continuum of other orbitals with density $\rho$, and let each pair at distance $r$ contribute the correlation energy $-C/r^6$. If all pairs beyond a cutoff $R>0$ are neglected, the energy lost for that orbital is

$$
E_1(R)=-\frac{2\rho C}{5R^5},\qquad
E_2(R)=-\frac{\pi\rho C}{2R^4},\qquad
E_3(R)=-\frac{4\pi\rho C}{3R^3}
$$

for $d=1,2,3$. The powers come from the radial integral

$$
\int_R^\infty r^{d-1}\,r^{-6}\,dr=\frac{R^{d-6}}{6-d},
$$

and the remaining numbers from the integral over directions. In local correlation methods that drop distant orbital pairs, this gives the rate at which the truncation error shrinks with the cutoff, for a model with a uniform density and a single isotropic pair coefficient.

```lean
import Mathlib

open MeasureTheory MeasureTheory.Measure Set Real

namespace LocalCorrelationTail

noncomputable section
```

## The model: a uniform density of orbitals with $-C/r^6$ pairs

In $d$ dimensions a ball of radius $r$ has volume $V_d\,r^d$, where $V_d$ is the volume of the unit ball. A thin shell between $r$ and $r+dr$ therefore has volume $d\,V_d\,r^{d-1}dr$. The number in front of $r^{d-1}dr$ is the angular factor

$$
A_d=d\,V_d .
$$

```lean
/-- The angular factor in `d` dimensions: `d` times the volume of the unit ball. -/
def angularFactor (d : ℕ) : ℝ :=
  d * (volume : Measure (EuclideanSpace ℝ (Fin d))).real (Metric.ball 0 1)
```

`EuclideanSpace ℝ (Fin d)` is $\mathbb R^d$ with the usual Euclidean length, `volume` is its Lebesgue measure, and `.real` turns the measure of the unit ball into a real number.

The shell at distance $r$ contains $\rho A_d r^{d-1}dr$ orbitals. Adding the pair energies of all orbitals outside the cutoff gives the neglected energy

$$
E_d(R)=\int_{\|x\|>R}\rho\left(-\frac{C}{\|x\|^6}\right)d^dx .
$$

```lean
/-- The pair correlation energy of one localized orbital at the origin with all orbitals
farther away than `R`, for a uniform orbital density `ρ` in `d` dimensions and the
dispersion pair energy `-C / r ^ 6`. -/
def neglectedPairEnergy (d : ℕ) (C ρ R : ℝ) : ℝ :=
  ∫ x in {x : EuclideanSpace ℝ (Fin d) | R < ‖x‖}, ρ * (-C / ‖x‖ ^ 6)
```

The constant $C$ stands for the strength of the London dispersion attraction between two localized charge distributions, whose fluctuating dipoles give an energy proportional to $r^{-6}$ at large separation when retardation is neglected. Here both the power and the constant are postulated, not derived from a wavefunction. The density $\rho$ is a number of orbitals per length, area or volume, according to $d$. The dimension describes how the orbitals are arranged: in a chain or a layer the pair energy keeps the same sixth power as in the bulk.

Lean takes `C` and `ρ` as arbitrary real numbers; the physical case is $C>0$, $\rho>0$, where the neglected energy is negative. The energy belongs to one orbital with all its distant partners. A total over all orbitals would need a factor $\tfrac12$, because each pair would otherwise be counted twice.

## The radial integrand is a single power

The number of partners in a thin shell of fixed thickness is proportional to $r^{d-1}$, while the energy of each falls off. For a general decay $r^{-n}$ the two combine, for $r>0$, into

$$
r^{d-1}\cdot\frac{1}{r^n}=r^{d-1-n}.
$$

```lean
/-- The radial weight `r ^ (d - 1)` times the decay `r ^ (-n)` is a single power of `r`. -/
theorem radial_integrand {d n : ℕ} (hd : 1 ≤ d) {r : ℝ} (hr : 0 < r) :
    r ^ (d - 1) * (r ^ n)⁻¹ = r ^ ((d : ℝ) - 1 - n) := by
  have h : (d : ℝ) - 1 = ((d - 1 : ℕ) : ℝ) := by rw [Nat.cast_sub hd, Nat.cast_one]
  rw [h, Real.rpow_sub hr, Real.rpow_natCast, Real.rpow_natCast, div_eq_mul_inv]
```

On the left the exponents are natural numbers, on the right the exponent is real. The hypothesis `1 ≤ d` makes the natural-number difference `d - 1` agree with the ordinary one. The proof first records this agreement and then splits the real power by the rule $r^{a-b}=r^a/r^b$.

## The tail converges exactly when $d<n$

Write $a=d-1-n$. For a finite upper limit $L>R$ and $a\neq-1$,

$$
\int_R^L r^a\,dr=\frac{L^{a+1}-R^{a+1}}{a+1}.
$$

As $L\to\infty$ this has a finite limit if $a+1<0$ and grows without bound if $a+1>0$. For $a=-1$ the integral is $\ln(L/R)$, which also diverges. The condition for convergence is thus $a<-1$, that is, $d<n$. With $n=6$ it is satisfied in one, two and three dimensions.

```lean
/-- The radial tail of a pair energy decaying as `r ^ (-n)` in `d` dimensions is integrable
exactly when `d < n`. -/
theorem radial_tail_integrable_iff {d n : ℕ} (hd : 1 ≤ d) {R : ℝ} (hR : 0 < R) :
    IntegrableOn (fun r : ℝ => r ^ (d - 1) * (r ^ n)⁻¹) (Ioi R) ↔ d < n := by
  have h : IntegrableOn (fun r : ℝ => r ^ (d - 1) * (r ^ n)⁻¹) (Ioi R) ↔
      IntegrableOn (fun r : ℝ => r ^ ((d : ℝ) - 1 - n)) (Ioi R) :=
    integrableOn_congr_fun
      (fun r hr => radial_integrand hd (hR.trans (mem_Ioi.1 hr))) measurableSet_Ioi
  rw [h, integrableOn_Ioi_rpow_iff hR, ← Nat.cast_lt (α := ℝ)]
  constructor <;> intro h <;> linarith
```

`Ioi R` is the half-line $r>R$, and `IntegrableOn` says that the function is integrable there. The proof replaces the integrand by the single power, which is allowed because every $r$ in the range is positive, and applies Mathlib's criterion for powers on a half-line. The final `linarith` steps translate between $d-1-n<-1$ and $d<n$.

## The value of the radial tail

When $d<n$, the upper limit contributes nothing, and

$$
\int_R^\infty r^{d-1-n}\,dr=-\frac{R^{d-n}}{d-n}=\frac{R^{d-n}}{n-d}.
$$

For $n=6$ the three values are $R^{-5}/5$, $R^{-4}/4$ and $R^{-3}/3$.

```lean
/-- The radial tail integral beyond the cutoff `R` of a pair energy decaying as `r ^ (-n)`
in `d < n` dimensions equals `R ^ (d - n) / (n - d)`. -/
theorem radial_tail {d n : ℕ} (hd : 1 ≤ d) (hdn : d < n) {R : ℝ} (hR : 0 < R) :
    ∫ r in Ioi R, r ^ (d - 1) * (r ^ n)⁻¹ = R ^ ((d : ℤ) - n) / ((n : ℝ) - d) := by
  have hlt : (d : ℝ) < n := Nat.cast_lt.2 hdn
  have h : ∫ r in Ioi R, r ^ (d - 1) * (r ^ n)⁻¹ = ∫ r in Ioi R, r ^ ((d : ℝ) - 1 - n) :=
    setIntegral_congr_fun measurableSet_Ioi
      (fun r hr => radial_integrand hd (hR.trans (mem_Ioi.1 hr)))
  have e : (d : ℝ) - 1 - n + 1 = (((d : ℤ) - n : ℤ) : ℝ) := by push_cast; ring
  rw [h, integral_Ioi_rpow_of_lt (by linarith) hR, e, Real.rpow_intCast]
  push_cast
  rw [neg_div, ← div_neg, neg_sub]
```

The exponent on the right, `(d : ℤ) - n`, is an integer, so that it can be negative. The convergence condition appears as the hypothesis `d < n`; it matters because Lean gives a non-integrable function the integral zero. In the proof, `h` rewrites the integrand as before, `e` identifies the exponent $a+1$ with $d-n$, and `integral_Ioi_rpow_of_lt` supplies the antiderivative evaluated at the lower limit. The last line moves the minus sign into the denominator.

## From the radial tail to the energy

The pair energy depends only on the distance, so the integral over space reduces to shells:

$$
E_d(R)=A_d\int_R^\infty r^{d-1}\,\rho\left(-\frac{C}{r^6}\right)dr
=-\rho C\,A_d\int_R^\infty r^{d-1}r^{-6}\,dr .
$$

Inserting the radial tail gives

$$
E_d(R)=-\rho C\,A_d\,\frac{R^{d-6}}{6-d}.
$$

```lean
/-- In any dimension `1 ≤ d < 6` and for `R > 0`, the neglected pair energy of one localized orbital
with all its partners beyond `R` is `-ρ C` times the angular factor times `R ^ (d - 6) / (6 - d)`.
-/
theorem neglectedPairEnergy_eq {d : ℕ} (hd : 1 ≤ d) (hd6 : d < 6) (C ρ : ℝ) {R : ℝ}
    (hR : 0 < R) :
    neglectedPairEnergy d C ρ R =
      -(ρ * C) * angularFactor d * (R ^ ((d : ℤ) - 6) / (6 - (d : ℝ))) := by
  have : Nontrivial (EuclideanSpace ℝ (Fin d)) :=
    Module.nontrivial_of_finrank_pos (R := ℝ) (by rw [finrank_euclideanSpace_fin]; omega)
  have hS : MeasurableSet {x : EuclideanSpace ℝ (Fin d) | R < ‖x‖} :=
    measurableSet_lt measurable_const measurable_norm
  -- the truncated pair energy is a function of the distance alone
  have h1 : ({x : EuclideanSpace ℝ (Fin d) | R < ‖x‖}.indicator
        fun x => ρ * (-C / ‖x‖ ^ 6)) =
      fun x => (Ioi R).indicator (fun r : ℝ => ρ * (-C / r ^ 6)) ‖x‖ := by
    ext x
    by_cases h : R < ‖x‖ <;> simp [Set.indicator, h]
  -- the radial integral only sees distances beyond the cutoff
  have h2 : ∫ y in Ioi (0 : ℝ),
        y ^ (d - 1) • (Ioi R).indicator (fun r : ℝ => ρ * (-C / r ^ 6)) y =
      -(ρ * C) * ∫ r in Ioi R, r ^ (d - 1) * (r ^ 6)⁻¹ := by
    rw [← integral_const_mul, ← integral_indicator measurableSet_Ioi,
      ← integral_indicator measurableSet_Ioi]
    refine integral_congr_ae (Filter.Eventually.of_forall fun y => ?_)
    by_cases h : R < y
    · have hy : 0 < y := hR.trans h
      simp only [Set.indicator, mem_Ioi, h, hy, ↓reduceIte, smul_eq_mul]
      ring
    · simp [Set.indicator, h]
  unfold neglectedPairEnergy angularFactor
  -- polar coordinates
  rw [← integral_indicator hS, h1,
    integral_fun_norm_addHaar volume ((Ioi R).indicator (fun r : ℝ => ρ * (-C / r ^ 6))),
    finrank_euclideanSpace_fin, h2, radial_tail hd hd6 hR]
  simp only [nsmul_eq_mul, smul_eq_mul]
  push_cast
  ring
```

The theorem covers every dimension with $1\le d<6$. Its proof treats the cutoff by an indicator function, which equals the pair energy beyond $R$ and zero elsewhere. The integral over the exterior region then becomes an integral over all of space.

The step `h1` shows that this truncated energy is a function of $\|x\|$ alone. Mathlib's `integral_fun_norm_addHaar` then performs the change to polar coordinates and produces the factor $d\,V_d$ together with a radial integral over all $r>0$. The step `h2` handles that radial integral: inside the cutoff the integrand vanishes, and outside it the constant $-\rho C$ can be taken in front. What remains is the tail already evaluated, with $n=6$.

The formula holds for every positive $R$ because the model uses $-C/r^6$ at all distances beyond the cutoff. For real orbitals that form is an approximation for well-separated pairs, so the cutoff has to lie in the region where it is adequate.

## The angular factor through the Gamma function

The volume of the unit ball follows from a Gaussian integral evaluated in two ways. In Cartesian coordinates it is a product of $d$ one-dimensional integrals, each equal to $\sqrt\pi$. In shells, with the substitution $t=r^2$,

$$
\pi^{d/2}=\int_{\mathbb R^d}e^{-\|x\|^2}d^dx
=d\,V_d\int_0^\infty r^{d-1}e^{-r^2}dr
=d\,V_d\cdot\tfrac12\Gamma\!\left(\tfrac d2\right)
=V_d\,\Gamma\!\left(\tfrac d2+1\right),
$$

where the last step uses $\Gamma(s+1)=s\,\Gamma(s)$. Hence

$$
A_d=d\,\frac{\pi^{d/2}}{\Gamma(d/2+1)} .
$$

```lean
/-- The angular factor in closed form through the Gamma function. -/
theorem angularFactor_eq {d : ℕ} (hd : 1 ≤ d) :
    angularFactor d = d * (√π ^ d / Real.Gamma ((d : ℝ) / 2 + 1)) := by
  have : Nonempty (Fin d) := ⟨⟨0, hd⟩⟩
  have hG : 0 < Real.Gamma ((d : ℝ) / 2 + 1) := Real.Gamma_pos_of_pos (by positivity)
  unfold angularFactor
  rw [Measure.real, EuclideanSpace.volume_ball, ENNReal.ofReal_one, one_pow, one_mul,
    Fintype.card_fin, ENNReal.toReal_ofReal (div_nonneg (by positivity) hG.le)]
```

The Lean proof takes the ball volume from Mathlib's `EuclideanSpace.volume_ball` instead of repeating the Gaussian argument. The other steps set the radius to one and convert the measure to a real number, using the positivity of the Gamma function.

For the three physical dimensions the required values start from $\Gamma(\tfrac12)=\sqrt\pi$ and $\Gamma(1)=1$:

$$
\Gamma\!\left(\tfrac32\right)=\frac{\sqrt\pi}{2},\qquad
\Gamma(2)=1,\qquad
\Gamma\!\left(\tfrac52\right)=\frac32\cdot\frac{\sqrt\pi}{2}=\frac{3\sqrt\pi}{4}.
$$

They give

$$
A_1=\frac{\sqrt\pi}{\sqrt\pi/2}=2,\qquad
A_2=2\cdot\frac{\pi}{1}=2\pi,\qquad
A_3=3\cdot\frac{\pi^{3/2}}{3\sqrt\pi/4}=4\pi .
$$

The first counts the two directions along a chain, the second is the circumference of the unit circle, and the third is the area of the unit sphere.

```lean
/-- The angular factors in one, two and three dimensions are `2`, `2π` and `4π`. -/
theorem angularFactor_values :
    angularFactor 1 = 2 ∧ angularFactor 2 = 2 * π ∧ angularFactor 3 = 4 * π := by
  have hs : √π ^ 2 = π := Real.sq_sqrt Real.pi_pos.le
  have hp : 0 < √π := Real.sqrt_pos.2 Real.pi_pos
  have g1 : Real.Gamma (((1 : ℕ) : ℝ) / 2 + 1) = √π / 2 := by
    rw [Nat.cast_one, Real.Gamma_add_one (by norm_num), Real.Gamma_one_half_eq]
    ring
  have g2 : Real.Gamma (((2 : ℕ) : ℝ) / 2 + 1) = 1 := by
    rw [show ((2 : ℕ) : ℝ) / 2 + 1 = 2 by norm_num, Real.Gamma_two]
  have g3 : Real.Gamma (((3 : ℕ) : ℝ) / 2 + 1) = 3 * √π / 4 := by
    rw [show ((3 : ℕ) : ℝ) / 2 + 1 = (1 / 2 + 1) + 1 by norm_num,
      Real.Gamma_add_one (by norm_num), Real.Gamma_add_one (by norm_num),
      Real.Gamma_one_half_eq]
    ring
  have q1 : √π ^ 1 / (√π / 2) = 2 := by
    rw [div_eq_iff (by positivity)]; ring
  have q3 : √π ^ 3 / (3 * √π / 4) = 4 / 3 * √π ^ 2 := by
    rw [div_eq_iff (by positivity)]; ring
  refine ⟨?_, ?_, ?_⟩
  · rw [angularFactor_eq le_rfl, g1, q1]; norm_num
  · rw [angularFactor_eq (by norm_num), g2, hs]; norm_num
  · rw [angularFactor_eq (by norm_num), g3, q3, hs]; push_cast; ring
```

The facts `g1`, `g2` and `g3` are the three Gamma values. The quotients that contain $\sqrt\pi$ in the denominator are simplified in `q1` and `q3`, and `hs` replaces $(\sqrt\pi)^2$ by $\pi$.

## Chain, layer and bulk

Substituting the angular factors into the general formula gives

$$
\begin{aligned}
E_1(R)&=-\rho C\cdot 2\cdot\frac{R^{-5}}{5}=-\frac{2\rho C}{5}\,R^{-5},\\
E_2(R)&=-\rho C\cdot 2\pi\cdot\frac{R^{-4}}{4}=-\frac{\pi\rho C}{2}\,R^{-4},\\
E_3(R)&=-\rho C\cdot 4\pi\cdot\frac{R^{-3}}{3}=-\frac{4\pi\rho C}{3}\,R^{-3}.
\end{aligned}
$$

Each added dimension costs one power of $R$, because the number of partners in a shell grows by one more power of the distance. Doubling the cutoff divides the neglected energy by 32 in the chain, by 16 in the layer and by 8 in the bulk.

```lean
/-- The neglected pair energy of one localized orbital with all its partners beyond `R` decays as `R
^ (-5)` in a chain, `R ^ (-4)` in a layer and `R ^ (-3)` in the bulk, with the prefactors shown. -/
theorem neglectedPairEnergy_chain_layer_bulk (C ρ : ℝ) {R : ℝ} (hR : 0 < R) :
    neglectedPairEnergy 1 C ρ R = -(2 * ρ * C / 5) * (R ^ 5)⁻¹ ∧
    neglectedPairEnergy 2 C ρ R = -(π * ρ * C / 2) * (R ^ 4)⁻¹ ∧
    neglectedPairEnergy 3 C ρ R = -(4 * π * ρ * C / 3) * (R ^ 3)⁻¹ := by
  obtain ⟨a1, a2, a3⟩ := angularFactor_values
  have p1 : R ^ (((1 : ℕ) : ℤ) - 6) = (R ^ 5)⁻¹ := by
    rw [show ((1 : ℕ) : ℤ) - 6 = -((5 : ℕ) : ℤ) by norm_num, zpow_neg, zpow_natCast]
  have p2 : R ^ (((2 : ℕ) : ℤ) - 6) = (R ^ 4)⁻¹ := by
    rw [show ((2 : ℕ) : ℤ) - 6 = -((4 : ℕ) : ℤ) by norm_num, zpow_neg, zpow_natCast]
  have p3 : R ^ (((3 : ℕ) : ℤ) - 6) = (R ^ 3)⁻¹ := by
    rw [show ((3 : ℕ) : ℤ) - 6 = -((3 : ℕ) : ℤ) by norm_num, zpow_neg, zpow_natCast]
  refine ⟨?_, ?_, ?_⟩
  · rw [neglectedPairEnergy_eq (by norm_num) (by norm_num) C ρ hR, a1, p1]
    push_cast
    ring
  · rw [neglectedPairEnergy_eq (by norm_num) (by norm_num) C ρ hR, a2, p2]
    push_cast
    ring
  · rw [neglectedPairEnergy_eq (by norm_num) (by norm_num) C ρ hR, a3, p3]
    push_cast
    ring

end

end LocalCorrelationTail
```

The theorem states the three equalities together, for all real `C` and `ρ` and every `R > 0`. The facts `p1`, `p2` and `p3` turn the integer powers $R^{d-6}$ into the reciprocals `(R ^ 5)⁻¹`, `(R ^ 4)⁻¹` and `(R ^ 3)⁻¹`; each case then inserts its angular factor into `neglectedPairEnergy_eq` and finishes with `ring`.

These are exact values for the continuum model, prefactors included. In a crystal or a molecule the orbitals occupy discrete positions, the pair coefficient varies with the kind and orientation of the orbitals, and higher multipoles add further terms. The equalities make no statement about the size of those corrections.

```lean
#print axioms LocalCorrelationTail.radial_tail_integrable_iff
#print axioms LocalCorrelationTail.neglectedPairEnergy_chain_layer_bulk
```

```
'LocalCorrelationTail.radial_tail_integrable_iff' depends on axioms: [propext, Classical.choice, Quot.sound]
'LocalCorrelationTail.neglectedPairEnergy_chain_layer_bulk' depends on axioms: [propext, Classical.choice, Quot.sound]
```
